# Quadratic amplitude equations with a diagonal gap and weak coupling have exactly one small solution

Let $\iota$ be a finite index set whose elements label excitations. An amplitude vector $t$ has one real component $t_i$ for each $i \in \iota$, and $\|t\|$ is its Euclidean norm. The equation to be solved is

$$v + D t + Q(t,t) = 0 .$$

Here $v$ is a fixed driving vector, $D$ multiplies component $i$ by a number $\varepsilon_i$, and $Q$ is bilinear, that is, linear in each of its two arguments. Two constants measure the problem: $d > 0$ is a lower bound on all $\varepsilon_i$, and $q \ge 0$ bounds the coupling through $\|Q(x,y)\| \le q\|x\|\|y\|$. If $4q\|v\| < d^2$, exactly one solution satisfies $\|t\| \le 2\|v\|/d$.

In coupled-cluster language, $\varepsilon_i$ is the orbital-energy denominator of excitation $i$, taken positive. For double excitations, $d$ can be taken as twice the gap between the highest occupied and the lowest unoccupied orbital energy. The vector $v$ holds the integrals that couple the reference to the excitations, and $q$ limits how strongly products of amplitudes feed back.

```lean
import Mathlib

open Filter Topology

namespace CoupledClusterExistence

noncomputable section

variable {ι : Type*} [Fintype ι]
```

The last line declares the index set `ι` and its finiteness. The type `EuclideanSpace ℝ ι` used below is the space of real vectors indexed by `ι`, with the Euclidean norm.

## The equation and its iteration

```lean
/-- The diagonal linear part `D` of the amplitude equations: component `i` of the amplitude
vector is multiplied by `ε i`. -/
def denom (ε : ι → ℝ) : EuclideanSpace ℝ ι →ₗ[ℝ] EuclideanSpace ℝ ι where
  toFun t := WithLp.toLp 2 (fun i => ε i * t i)
  map_add' s t := by
    ext i
    exact mul_add _ _ _
  map_smul' c t := by
    ext i
    exact mul_left_comm _ _ _
```

`denom ε` is $D$. The arrow `→ₗ[ℝ]` means "real-linear map", so the definition consists of the formula $(Dt)_i = \varepsilon_i t_i$ and proofs that it respects sums and scalar multiples.

```lean
/-- The residual `v + D t + Q(t,t)` of the quadratic amplitude equations. -/
def residual (ε : ι → ℝ) (v : EuclideanSpace ℝ ι)
    (Q : EuclideanSpace ℝ ι →ₗ[ℝ] EuclideanSpace ℝ ι →ₗ[ℝ] EuclideanSpace ℝ ι)
    (t : EuclideanSpace ℝ ι) : EuclideanSpace ℝ ι :=
  v + denom ε t + Q t t
```

`residual ε v Q t` is the left-hand side $v + Dt + Q(t,t)$. The type of `Q` has two linear arrows: it takes one vector, then a second, and is linear in each. Lean writes $Q(t,t)$ as `Q t t`.

This is a model of the doubles equations. The full doubles equations also have off-diagonal linear terms, and including singles brings in higher powers of the amplitudes; neither occurs here.

```lean
/-- One amplitude update `t ↦ -D⁻¹ (v + Q(t,t))`, meant for nonzero denominators `ε i`. -/
def update (ε : ι → ℝ) (v : EuclideanSpace ℝ ι)
    (Q : EuclideanSpace ℝ ι →ₗ[ℝ] EuclideanSpace ℝ ι →ₗ[ℝ] EuclideanSpace ℝ ι)
    (t : EuclideanSpace ℝ ι) : EuclideanSpace ℝ ι :=
  WithLp.toLp 2 (fun i => -(v i + Q t t i) / ε i)
```

`update` is the plain amplitude iteration, without convergence acceleration such as DIIS: evaluate the coupling at the old amplitudes and divide by the denominators,

$$t'_i = -\frac{v_i + Q(t,t)_i}{\varepsilon_i}.$$

## Two estimates

```lean
variable {ε : ι → ℝ} {v : EuclideanSpace ℝ ι} {d q : ℝ}
  {Q : EuclideanSpace ℝ ι →ₗ[ℝ] EuclideanSpace ℝ ι →ₗ[ℝ] EuclideanSpace ℝ ι}

/-- If all denominators are at least `d > 0`, then `D` stretches every amplitude vector by at
least the factor `d`. -/
theorem gap_mul_norm_le (hd : 0 < d) (hε : ∀ i, d ≤ ε i) (t : EuclideanSpace ℝ ι) :
    d * ‖t‖ ≤ ‖denom ε t‖ := by
  refine (sq_le_sq₀ (by positivity) (norm_nonneg _)).1 ?_
  rw [mul_pow, EuclideanSpace.norm_sq_eq, EuclideanSpace.norm_sq_eq, Finset.mul_sum]
  refine Finset.sum_le_sum fun i _ => ?_
  have hi : denom ε t i = ε i * t i := rfl
  rw [hi, norm_mul, mul_pow, Real.norm_eq_abs (ε i), sq_abs]
  exact mul_le_mul_of_nonneg_right (pow_le_pow_left₀ hd.le (hε i) 2) (sq_nonneg _)
```

The opening lines fix names for the data. The theorem takes `hd`, which says $d>0$, and `hε`, which says $d \le \varepsilon_i$ for every $i$, and concludes $d\|t\| \le \|Dt\|$. By hand,

$$\|Dt\|^2 = \sum_i \varepsilon_i^2 t_i^2 \ge d^2 \sum_i t_i^2 = d^2\|t\|^2,$$

and both sides are squares of nonnegative numbers. In Lean, `sq_le_sq₀` passes to the squares and `Finset.sum_le_sum` compares the sums term by term.

```lean
/-- For a bilinear coupling bounded by `q`, the quadratic term changes by at most
`q (‖s‖ + ‖t‖) ‖s - t‖` between two amplitude vectors. -/
theorem norm_quadratic_sub_le (hQ : ∀ x y, ‖Q x y‖ ≤ q * ‖x‖ * ‖y‖)
    (s t : EuclideanSpace ℝ ι) :
    ‖Q s s - Q t t‖ ≤ q * (‖s‖ + ‖t‖) * ‖s - t‖ := by
  have e : Q s s - Q t t = Q (s - t) s + Q t (s - t) := by
    simp only [map_sub, LinearMap.sub_apply]
    abel
  rw [e]
  have h1 := norm_add_le (Q (s - t) s) (Q t (s - t))
  have h2 := hQ (s - t) s
  have h3 := hQ t (s - t)
  nlinarith
```

The hypothesis `hQ` is the norm bound on $Q$. Adding and subtracting $Q(t,s)$ gives

$$Q(s,s) - Q(t,t) = Q(s-t,s) + Q(t,s-t),$$

which is the equation `e`. The triangle inequality and two uses of the bound then yield

$$\|Q(s,s)-Q(t,t)\| \le q\,(\|s\|+\|t\|)\,\|s-t\| .$$

These three inequalities are `h1`, `h2` and `h3`, and `nlinarith` combines them. No symmetry of $Q$ is used.

## Solutions are fixed points

```lean
omit [Fintype ι] in
/-- For nonzero denominators, the updated amplitudes solve the linear equation
`D t' = -(v + Q(t,t))`. -/
theorem denom_update (hε : ∀ i, ε i ≠ 0) (t : EuclideanSpace ℝ ι) :
    denom ε (update ε v Q t) = -(v + Q t t) := by
  ext i
  change ε i * (-(v i + Q t t i) / ε i) = -(v i + Q t t i)
  have hi := hε i
  field_simp
```

Multiplying the update by $\varepsilon_i$ cancels the denominator, so $Dt' = -(v+Q(t,t))$. The tactic `ext i` reduces an equality of vectors to one of components, and `field_simp` does the cancellation.

```lean
omit [Fintype ι] in
/-- For nonzero denominators, the residual vanishes exactly at the fixed points of the
update. -/
theorem residual_eq_zero_iff (hε : ∀ i, ε i ≠ 0) (t : EuclideanSpace ℝ ι) :
    residual ε v Q t = 0 ↔ update ε v Q t = t := by
  constructor
  · intro h
    ext i
    have hi := congrArg (fun x : EuclideanSpace ℝ ι => x i) h
    change v i + ε i * t i + Q t t i = 0 at hi
    change -(v i + Q t t i) / ε i = t i
    rw [div_eq_iff (hε i)]
    linarith
  · intro h
    have h1 := denom_update (v := v) (Q := Q) hε t
    rw [h] at h1
    unfold residual
    rw [h1]
    abel
```

The residual vanishes exactly when $t' = t$. In one direction, $v_i + \varepsilon_i t_i + Q(t,t)_i = 0$ is solved for $t_i$. In the other, $t'=t$ is inserted into the previous identity, giving $Dt = -(v+Q(t,t))$.

## The ball and the contraction

```lean
/-- With denominators at least `d > 0`, coupling bound `q ≥ 0` and `4 q ‖v‖ < d²`, the update
maps the ball of radius `2‖v‖/d` into itself and contracts distances there by the factor
`4 q ‖v‖ / d²`. -/
theorem update_contracts (hd : 0 < d) (hε : ∀ i, d ≤ ε i) (hq : 0 ≤ q)
    (hQ : ∀ x y, ‖Q x y‖ ≤ q * ‖x‖ * ‖y‖) (h : 4 * q * ‖v‖ < d ^ 2)
    {s t : EuclideanSpace ℝ ι} (hs : ‖s‖ ≤ 2 * ‖v‖ / d) (ht : ‖t‖ ≤ 2 * ‖v‖ / d) :
    ‖update ε v Q t‖ ≤ 2 * ‖v‖ / d ∧
      ‖update ε v Q s - update ε v Q t‖ ≤ 4 * q * ‖v‖ / d ^ 2 * ‖s - t‖ := by
  have hne : ∀ i, ε i ≠ 0 := fun i => (hd.trans_le (hε i)).ne'
  obtain ⟨r, hrdef⟩ : ∃ r, r = 2 * ‖v‖ / d := ⟨_, rfl⟩
  rw [← hrdef] at hs ht ⊢
  have hr0 : 0 ≤ r := by rw [hrdef]; positivity
  have hr : d * r = 2 * ‖v‖ := by rw [hrdef]; field_simp
  -- smallness of the driving term, expressed through the radius
  have hqr : 2 * q * r < d := by
    refine lt_of_mul_lt_mul_left ?_ hd.le
    calc d * (2 * q * r) = 2 * q * (d * r) := by ring
      _ = 4 * q * ‖v‖ := by rw [hr]; ring
      _ < d * d := by nlinarith [h]
  constructor
  · have h1 := gap_mul_norm_le hd hε (update ε v Q t)
    rw [denom_update hne t, norm_neg] at h1
    have h2 := norm_add_le v (Q t t)
    have h3 := hQ t t
    have h4 : q * ‖t‖ * ‖t‖ ≤ q * r * r := by gcongr
    have h5 := mul_le_mul_of_nonneg_right hqr.le hr0
    exact le_of_mul_le_mul_left (by nlinarith) hd
  · have h1 := gap_mul_norm_le hd hε (update ε v Q s - update ε v Q t)
    have e : -(v + Q s s) - -(v + Q t t) = -(Q s s - Q t t) := by abel
    rw [map_sub, denom_update hne s, denom_update hne t, e, norm_neg] at h1
    have h2 := norm_quadratic_sub_le hQ s t
    have h3 : q * (‖s‖ + ‖t‖) * ‖s - t‖ ≤ q * (2 * r) * ‖s - t‖ := by
      have hst : ‖s‖ + ‖t‖ ≤ 2 * r := by linarith
      gcongr
    have hk : q * (2 * r) = d * (4 * q * ‖v‖ / d ^ 2) := by
      have hv : ‖v‖ = d * r / 2 := by linarith
      rw [← mul_div_assoc, eq_div_iff (pow_ne_zero 2 hd.ne'), hv]
      ring
    rw [hk, mul_assoc d] at h3
    exact le_of_mul_le_mul_left (h1.trans (h2.trans h3)) hd
```

The theorem takes two vectors `s` and `t` in the ball of radius $r = 2\|v\|/d$ and draws two conclusions, joined by `∧`: the update of $t$ is again in the ball, and the distance between the updates of $s$ and $t$ is at most the distance between $s$ and $t$ times the factor

$$\kappa = \frac{4q\|v\|}{d^2}.$$

First, $dr = 2\|v\|$, so $d\cdot 2qr = 4q\|v\| < d^2$, and hence $2qr < d$. This is `hqr`.

For the first conclusion, apply the gap estimate to $t'$:

$$d\|t'\| \le \|v + Q(t,t)\| \le \|v\| + q r^2 \le \frac{dr}{2} + \frac{dr}{2} = dr .$$

Dividing by $d$ gives $\|t'\| \le r$.

For the second, $v$ cancels in the difference of the updates:

$$d\|s'-t'\| \le \|Q(s,s)-Q(t,t)\| \le 2qr\,\|s-t\| .$$

Since $2qr = d\kappa$, which is `hk`, division by $d$ gives $\|s'-t'\| \le \kappa\|s-t\|$. In both halves, `le_of_mul_le_mul_left` removes the common factor $d$.

## Existence and uniqueness in the ball

```lean
/-- With denominators at least `d > 0`, coupling bound `q ≥ 0` and `4 q ‖v‖ < d²`, the amplitude
equations `v + D t + Q(t,t) = 0` have exactly one solution with `‖t‖ ≤ 2‖v‖/d`. -/
theorem existsUnique_amplitudes (hd : 0 < d) (hε : ∀ i, d ≤ ε i) (hq : 0 ≤ q)
    (hQ : ∀ x y, ‖Q x y‖ ≤ q * ‖x‖ * ‖y‖) (h : 4 * q * ‖v‖ < d ^ 2) :
    ∃! t : EuclideanSpace ℝ ι, ‖t‖ ≤ 2 * ‖v‖ / d ∧ residual ε v Q t = 0 := by
  have hne : ∀ i, ε i ≠ 0 := fun i => (hd.trans_le (hε i)).ne'
  have hk0 : 0 ≤ 4 * q * ‖v‖ / d ^ 2 := by positivity
  have hk1 : 4 * q * ‖v‖ / d ^ 2 < 1 := (div_lt_one (by positivity)).2 h
  have hmaps : Set.MapsTo (update ε v Q) (Metric.closedBall 0 (2 * ‖v‖ / d))
      (Metric.closedBall 0 (2 * ‖v‖ / d)) := fun t ht => by
    rw [mem_closedBall_zero_iff] at ht ⊢
    exact (update_contracts hd hε hq hQ h ht ht).1
  have hcon : ContractingWith ⟨4 * q * ‖v‖ / d ^ 2, hk0⟩ (hmaps.restrict _ _ _) := by
    refine ⟨NNReal.coe_lt_coe.1 (by rw [NNReal.coe_one]; exact hk1),
      LipschitzWith.of_dist_le_mul fun x y => ?_⟩
    change dist (update ε v Q x.1) (update ε v Q y.1) ≤ 4 * q * ‖v‖ / d ^ 2 * dist x.1 y.1
    rw [dist_eq_norm, dist_eq_norm]
    exact (update_contracts hd hε hq hQ h (mem_closedBall_zero_iff.1 x.2)
      (mem_closedBall_zero_iff.1 y.2)).2
  -- Banach's fixed point theorem on the closed ball
  obtain ⟨t, ht, hfix, -⟩ := ContractingWith.exists_fixedPoint'
    Metric.isClosed_closedBall.isComplete hmaps hcon (x := 0)
    (mem_closedBall_zero_iff.2 (by rw [norm_zero]; positivity)) (edist_ne_top _ _)
  have ht' := mem_closedBall_zero_iff.1 ht
  refine ⟨t, ⟨ht', (residual_eq_zero_iff hne t).2 hfix⟩, ?_⟩
  rintro s ⟨hs, hs0⟩
  by_contra hst
  have hc := (update_contracts hd hε hq hQ h hs ht').2
  rw [(residual_eq_zero_iff hne s).1 hs0, hfix.eq] at hc
  have hpos : 0 < ‖s - t‖ := norm_pos_iff.2 (sub_ne_zero.2 hst)
  exact absurd hc (not_le_of_gt (mul_lt_of_lt_one_left hpos hk1))
```

The symbol `∃!` means "there is exactly one". The statement says that exactly one $t$ satisfies both $\|t\| \le 2\|v\|/d$ and $v+Dt+Q(t,t)=0$. Further solutions with larger norm may exist.

The condition $4q\|v\|<d^2$ is the same as $\kappa < 1$. The closed ball is complete, the update maps it into itself (`hmaps`) and contracts it (`hcon`), so Banach's fixed point theorem supplies a fixed point, which is a solution by the equivalence above. The starting point handed to the theorem is $0$.

For uniqueness, let $s$ and $t$ be two solutions in the ball. Both are fixed points, so $\|s-t\| \le \kappa\|s-t\|$. If $s \ne t$, the right-hand side is strictly smaller than $\|s-t\|$, a contradiction. The lines after `by_contra hst` carry this out.

## Error after $k$ updates

```lean
/-- Under the same conditions, `k` updates from any start in the ball of radius `2‖v‖/d` reduce
the distance to the solution in that ball at least by the factor `(4 q ‖v‖ / d²)^k`. -/
theorem iteration_error (hd : 0 < d) (hε : ∀ i, d ≤ ε i) (hq : 0 ≤ q)
    (hQ : ∀ x y, ‖Q x y‖ ≤ q * ‖x‖ * ‖y‖) (h : 4 * q * ‖v‖ < d ^ 2)
    {t₀ t : EuclideanSpace ℝ ι} (h₀ : ‖t₀‖ ≤ 2 * ‖v‖ / d) (ht : ‖t‖ ≤ 2 * ‖v‖ / d)
    (hsol : residual ε v Q t = 0) (k : ℕ) :
    ‖(update ε v Q)^[k] t₀ - t‖ ≤ (4 * q * ‖v‖ / d ^ 2) ^ k * ‖t₀ - t‖ := by
  have hfix := (residual_eq_zero_iff (fun i => (hd.trans_le (hε i)).ne') t).1 hsol
  have hk0 : 0 ≤ 4 * q * ‖v‖ / d ^ 2 := by positivity
  -- the iterates stay in the ball, so the contraction applies at every step
  have key : ‖(update ε v Q)^[k] t₀‖ ≤ 2 * ‖v‖ / d ∧
      ‖(update ε v Q)^[k] t₀ - t‖ ≤ (4 * q * ‖v‖ / d ^ 2) ^ k * ‖t₀ - t‖ := by
    induction k with
    | zero => exact ⟨h₀, by rw [pow_zero, one_mul]; exact le_rfl⟩
    | succ k ih =>
      rw [Function.iterate_succ_apply']
      refine ⟨(update_contracts hd hε hq hQ h ht ih.1).1, ?_⟩
      have hc := (update_contracts hd hε hq hQ h ih.1 ht).2
      rw [hfix] at hc
      refine hc.trans ((mul_le_mul_of_nonneg_left ih.2 hk0).trans (le_of_eq ?_))
      generalize 4 * q * ‖v‖ / d ^ 2 = κ
      ring
  exact key.2
```

`(update ε v Q)^[k] t₀` is the result of $k$ updates applied to $t_0$. For any start $t_0$ in the ball and the solution $t$ there,

$$\|t_k - t\| \le \kappa^k \|t_0 - t\| .$$

The proof is by induction on $k$. For $k=0$ both sides agree. For the step, $t$ is its own update, so

$$\|t_{k+1}-t\| \le \kappa\|t_k - t\| \le \kappa^{k+1}\|t_0-t\| .$$

The contraction may only be used inside the ball, so the auxiliary claim `key` carries along the statement that $t_k$ has stayed there. As $\kappa<1$, the bound tends to zero with growing $k$.

Within the quadratic model with a diagonal linear part, $4q\|v\| < d^2$ is thus a sufficient condition for the amplitude iteration to converge from any start in the ball. For convergence from the particular start $t_0 = 0$ it is not necessary. For $N$ independent identical copies of a system, $\|v\|$ grows as $\sqrt{N}$ while $d$ and $q$ can stay the same, so for $q\|v\| > 0$ the condition fails at large $N$, although the iteration from zero still converges for all copies together if it does so for one.

## A coupling that marks the threshold

```lean
/-- The bilinear model coupling `Q(x,y) = q x_{i₀} y`, driven by the single amplitude `i₀`. -/
def modelCoupling (q : ℝ) (i₀ : ι) :
    EuclideanSpace ℝ ι →ₗ[ℝ] EuclideanSpace ℝ ι →ₗ[ℝ] EuclideanSpace ℝ ι :=
  LinearMap.mk₂ ℝ (fun x y => (q * x i₀) • y)
    (fun x x' y => by simp only [PiLp.add_apply]; module)
    (fun c x y => by simp only [PiLp.smul_apply, smul_eq_mul]; module)
    (fun _ _ _ => smul_add _ _ _)
    (fun _ _ _ => smul_comm _ _ _)
```

The model coupling is $Q(x,y) = q\,x_{i_0}\,y$, where $i_0$ is one chosen excitation. `LinearMap.mk₂` builds a bilinear map from a formula and four proofs, two for each argument.

```lean
/-- For `q ≥ 0` the model coupling obeys the norm bound with constant `q`. -/
theorem modelCoupling_witness (hq : 0 ≤ q) (i₀ : ι) (x y : EuclideanSpace ℝ ι) :
    ‖modelCoupling q i₀ x y‖ ≤ q * ‖x‖ * ‖y‖ := by
  change ‖(q * x i₀) • y‖ ≤ q * ‖x‖ * ‖y‖
  rw [norm_smul, norm_mul, Real.norm_of_nonneg hq]
  have hx := PiLp.norm_apply_le x i₀
  gcongr
```

Since $|x_{i_0}| \le \|x\|$, we have $\|q\,x_{i_0}\,y\| = q|x_{i_0}|\|y\| \le q\|x\|\|y\|$. The model therefore meets the norm bound required by the existence theorem.

```lean
/-- For the model coupling with all denominators equal to `d` and `v` along the positive
direction `i₀`, the amplitude equations have no real solution once `4 q ‖v‖ > d²`. -/
theorem no_amplitudes_beyond_threshold (i₀ : ι) (hv : v i₀ = ‖v‖)
    (h : d ^ 2 < 4 * q * ‖v‖) (t : EuclideanSpace ℝ ι) :
    residual (fun _ => d) v (modelCoupling q i₀) t ≠ 0 := by
  intro h0
  have hi := congrArg (fun x : EuclideanSpace ℝ ι => x i₀) h0
  change v i₀ + d * t i₀ + q * t i₀ * t i₀ = 0 at hi
  rw [hv] at hi
  -- completing the square exposes the negative discriminant
  have hm : 4 * q * (‖v‖ + d * t i₀ + q * t i₀ * t i₀) = 0 := by rw [hi, mul_zero]
  nlinarith [sq_nonneg (2 * q * t i₀ + d)]

end

end CoupledClusterExistence
```

All denominators now equal $d$, and `hv` says $v_{i_0} = \|v\|$, which forces every other component of $v$ to vanish. If $t$ were a solution, its $i_0$ component would satisfy

$$\|v\| + d\,t_{i_0} + q\,t_{i_0}^2 = 0 .$$

Multiplying by $4q$ and completing the square gives

$$(2q\,t_{i_0} + d)^2 + \left(4q\|v\| - d^2\right) = 0 .$$

The square is nonnegative and the bracket is positive when $4q\|v\|>d^2$, so no real $t$ solves the equation. In Lean, `hm` is the multiplied equation, and `nlinarith` finds the contradiction from the square it is given. Together with the norm bound, this shows that the 4 in the existence condition cannot be replaced by a smaller constant.

## One amplitude

With a single excitation, $\varepsilon = d$, $Q(x,y)=qxy$ and $v,q>0$, everything can be read off from the quadratic formula. Below the threshold, set $w = \sqrt{d^2-4qv} > 0$. The two roots are

$$t_+ = -\frac{2v}{d+w}, \qquad t_- = -\frac{d+w}{2q} .$$

The first obeys $|t_+| < 2v/d$. The second obeys $|t_-| > d/(2q) > 2v/d$, so it lies outside the ball. At $4qv = d^2$ the two roots merge at $-2v/d$, on the edge of the ball, and beyond that they leave the real axis.

```lean
#print axioms CoupledClusterExistence.existsUnique_amplitudes
#print axioms CoupledClusterExistence.iteration_error
#print axioms CoupledClusterExistence.no_amplitudes_beyond_threshold
```

```
'CoupledClusterExistence.existsUnique_amplitudes' depends on axioms: [propext, Classical.choice, Quot.sound]
'CoupledClusterExistence.iteration_error' depends on axioms: [propext, Classical.choice, Quot.sound]
'CoupledClusterExistence.no_amplitudes_beyond_threshold' depends on axioms: [propext, Classical.choice, Quot.sound]
```
